# A matrix that annihilates the vectors of an orthonormal eigenbasis with eigenvalue μ annihilates the whole eigenspace of μ

Let `H` be a finite complex matrix with an orthonormal basis of eigenvectors uᵢ, the columns of `U`, and real eigenvalues eᵢ. The theorem `annihilates_eigenspace` says that if a matrix `Q` has ‖Q uᵢ‖² = 0 for every i with eᵢ = μ, then Q x = 0 for every x with H x = μx. Here `Q` is any matrix of the same size, not necessarily a projector, and x need not be normalised. The proof writes each entry of Q x as a sum over i of an entry of Q uᵢ times the coefficient of x along uᵢ. Where eᵢ = μ the first factor is zero, and elsewhere the second is.

In Lean, a first try:

```lean
import Mathlib

open Matrix

namespace AnnihilatesEigenspace

noncomputable section

variable {n : ℕ} {H U Q : Matrix (Fin n) (Fin n) ℂ} {e : Fin n → ℝ}

/-- The columns of `U` are orthonormal eigenvectors of `H` with eigenvalues `e i`. -/
def IsEigenframe (H U : Matrix (Fin n) (Fin n) ℂ) (e : Fin n → ℝ) : Prop :=
  Uᴴ * U = 1 ∧ H * U = U * diagonal (fun i => (e i : ℂ))

/-- The squared norm of `Q uᵢ`, where `uᵢ` is column `i` of `U`. -/
def weight (U Q : Matrix (Fin n) (Fin n) ℂ) (i : Fin n) : ℝ :=
  ∑ j, Complex.normSq ((Q * U) j i)

/-- A frame vector has zero weight in `Q` exactly when `Q` annihilates it. -/
theorem weight_eq_zero_iff (i : Fin n) :
    weight U Q i = 0 ↔ Q *ᵥ (fun j => U j i) = 0 := by
  rw [weight, Finset.sum_eq_zero_iff_of_nonneg (fun j _ => Complex.normSq_nonneg _)]
  constructor
  · intro h
    ext j
    exact Complex.normSq_eq_zero.mp (h j (Finset.mem_univ j))
  · intro h j _
    exact Complex.normSq_eq_zero.mpr (congrFun h j)

/-- If all frame vectors with eigenvalue `μ` have zero weight in `Q`, then `Q` annihilates
every eigenvector of `H` with eigenvalue `μ`. -/
theorem annihilates_eigenspace (hF : IsEigenframe H U e) {μ : ℝ} {x : Fin n → ℂ}
    (hx : H *ᵥ x = (μ : ℂ) • x) (hw : ∀ i, e i = μ → weight U Q i = 0) : Q *ᵥ x = 0 := by
  obtain ⟨hU, hHU⟩ := hF
  have hUU : U * Uᴴ = 1 := mul_eq_one_comm.mp hU
  have hD : Uᴴ * H = diagonal (fun i => (e i : ℂ)) * Uᴴ := by
    calc Uᴴ * H = Uᴴ * (H * U) * Uᴴ := by
          simp only [Matrix.mul_assoc, hUU, Matrix.mul_one]
      _ = (Uᴴ * U) * diagonal (fun i => (e i : ℂ)) * Uᴴ := by
          rw [hHU]; simp only [Matrix.mul_assoc]
      _ = _ := by rw [hU, Matrix.one_mul]
  have hy : diagonal (fun i => (e i : ℂ)) *ᵥ (Uᴴ *ᵥ x) = (μ : ℂ) • (Uᴴ *ᵥ x) := by
    rw [Matrix.mulVec_mulVec, ← hD, ← Matrix.mulVec_mulVec, hx, Matrix.mulVec_smul]
  have hQx : Q *ᵥ x = (Q * U) *ᵥ (Uᴴ *ᵥ x) := by
    rw [Matrix.mulVec_mulVec, Matrix.mul_assoc, hUU, Matrix.mul_one]
  rw [hQx]
  ext j
  refine Finset.sum_eq_zero fun i _ => ?_
  by_cases h : e i = μ
  · have h0 : (Q * U) j i = 0 := congrFun ((weight_eq_zero_iff i).mp (hw i h)) j
    rw [h0, zero_mul]
  · -- components of `x` along other eigenvalues vanish
    have hi := congrFun hy i
    rw [Matrix.mulVec_diagonal, Pi.smul_apply, smul_eq_mul] at hi
    have hne : (e i : ℂ) - μ ≠ 0 := sub_ne_zero.mpr (by exact_mod_cast h)
    have h0 : (Uᴴ *ᵥ x) i = 0 :=
      (mul_eq_zero.mp (by linear_combination hi :
        ((e i : ℂ) - μ) * (Uᴴ *ᵥ x) i = 0)).resolve_left hne
    rw [h0, mul_zero]

end

end AnnihilatesEigenspace
```

The compiler's answer:

```
Main.lean:48:9: error: typeclass instance problem is stuck
  AddCommMonoid ?m.297

Note: Lean will not try to resolve this typeclass instance problem because the type argument to `AddCommMonoid` is a metavariable. This argument must be fully determined before Lean will try to resolve the typeclass.

Hint: Adding type annotations and supplying implicit arguments to functions can give Lean more information for typeclass resolution. For example, if you have a variable `x` that you intend to be a `Nat`, but Lean reports it as having an unresolved type like `?m`, replacing `x` with `(x : Nat)` can get typeclass resolution un-stuck.
```

The error is at `Finset.sum_eq_zero`, a lemma about a sum whose terms are all zero. To use it Lean needs an `AddCommMonoid` structure on the type of the terms, and the message says that this type was still undetermined, so the search for the structure could not start.

The terms are complex numbers, but the goal after `ext j` does not display them. It is an entry of the matrix-vector product `(Q * U) *ᵥ (Uᴴ *ᵥ x)`, which is a sum only once the definition of `*ᵥ` is unfolded, and Lean did not get from this goal to the sum the lemma needs.

The added `show` line restates the goal as `∑ i, (Q * U) j i * (Uᴴ *ᵥ x) i = 0`, which Lean accepts because it is the same statement by definition. The lemma now meets an explicit sum of complex numbers, so the type is known and the structure can be found. The rest of the proof is unchanged.

The repair, with which the file compiles:

```diff
@@ -46,4 +46,5 @@
   rw [hQx]
   ext j
+  show ∑ i, (Q * U) j i * (Uᴴ *ᵥ x) i = 0
   refine Finset.sum_eq_zero fun i _ => ?_
   by_cases h : e i = μ
```
